# For a grid function with values between 0 and 1, the plane-wave matrix f̂(G − H) lies between zero and the identity

If the interstitial overlap matrix of an augmented-plane-wave calculation had a negative eigenvalue, some combination ψ of plane waves would have a negative integral of |ψ|² between the atoms. With plane waves normalised over the cell, an eigenvalue above 1 would make that integral, for some ψ, larger than the integral over the whole cell. The entries of this matrix are Fourier coefficients of the step function, and looking at them one by one doesn't show that either failure is excluded. For a one-dimensional periodic grid, both are excluded for every choice of plane waves, provided that the step function takes values between 0 and 1 at the grid points.

## Plane waves and the step matrix

The grid has n ≠ 0 points, labelled by the integers modulo n, `ZMod n`. Wave vectors carry the same labels, so differences of wave vectors are also taken modulo n. The scope `ComplexOrder` fixes the meaning of 0 ≤ z for complex z: z is real and nonnegative.

```lean
import Mathlib

open scoped ComplexOrder ComplexConjugate Matrix

namespace StepFunctionMatrix

noncomputable section

variable {n : ℕ} [NeZero n]
```

The plane wave with wave vector k has the value

w(k, x) = exp(2πi kx/n)

at the point x. In Lean it is Mathlib's standard additive character evaluated at the product `x * k`.

```lean
/-- The plane wave `exp(2πi k x / n)` with wave vector `k` at the grid point `x`. -/
def wave (k x : ZMod n) : ℂ := ZMod.stdAddChar (x * k)
```

The step function is a real function f on the grid. It may take intermediate values, as a smoothed step does. Its Fourier coefficients carry the factor 1/n:

f̂(k) = (1/n) Σₓ f(x) conj(w(k, x)).

```lean
/-- The Fourier coefficient `(1/n) ∑ₓ f(x) exp(-2πi k x / n)` of a real function on a periodic
grid of `n ≠ 0` points. -/
def fhat (f : ZMod n → ℝ) (k : ZMod n) : ℂ :=
  (1 / (n : ℂ)) * ∑ x, (f x : ℂ) * conj (wave k x)
```

Let S be any finite set of wave vectors, the basis. The step matrix M has rows and columns labelled by S, and entries

M(G, H) = f̂(G − H) = (1/n) Σₓ f(x) conj(w(G, x)) w(H, x).

When f is 1 in the interstitial region and 0 elsewhere, this is the grid form of the interstitial overlap. The contributions from inside the atomic spheres and the continuum integral are not modelled.

```lean
/-- The matrix `fhat(G - H)`, with `G` and `H` in a chosen set `S` of wave vectors. -/
def stepMatrix (f : ZMod n → ℝ) (S : Finset (ZMod n)) : Matrix S S ℂ :=
  Matrix.of fun G H => fhat f ((G : ZMod n) - (H : ZMod n))
```

Coefficients c(G) describe the wave function

ψ(x) = Σ_G c(G) w(G, x), with G in S.

```lean
/-- The wave function on the grid with plane-wave coefficients `c` on the set `S`. -/
def synth (S : Finset (ZMod n)) (c : S → ℂ) (x : ZMod n) : ℂ :=
  ∑ G : S, c G * wave (G : ZMod n) x
```

## Orthogonality and the complementary region

The exponential turns a difference into a product, and negating the exponent conjugates a phase:

w(G − H, x) = w(G, x) conj(w(H, x)).

```lean
/-- The plane wave of a difference of wave vectors is the product of one plane wave with the
conjugate of the other. -/
theorem wave_sub (G H x : ZMod n) : wave (G - H) x = wave G x * conj (wave H x) := by
  unfold wave
  rw [mul_sub, sub_eq_add_neg, AddChar.map_add_eq_mul, AddChar.map_neg_eq_conj]
```

For k = 0 every term of Σₓ w(k, x) is 1 and the sum is n. For k ≠ 0 put ζ = exp(2πi k/n). Then ζ ≠ 1 and ζⁿ = 1, so the geometric sum is

1 + ζ + … + ζⁿ⁻¹ = (ζⁿ − 1)/(ζ − 1) = 0.

Lean takes this from Mathlib's theorem on sums of a primitive character.

```lean
/-- A plane wave summed over the grid gives `n` for zero wave vector and `0` otherwise. -/
theorem sum_wave (k : ZMod n) : ∑ x, wave k x = if k = 0 then (n : ℂ) else 0 := by
  unfold wave
  rw [AddChar.sum_mulShift k (ZMod.isPrimitive_stdAddChar n)]
  split_ifs <;> simp [ZMod.card]
```

Conjugating that sum and dividing by n gives the coefficients of the constant function 1, which are 1 at k = 0 and 0 elsewhere. By linearity, 1 − f has the coefficients

δ(k, 0) − f̂(k).

With k = G − H, the first term is the identity matrix. The matrix of 1 − f is therefore 1 − M. In the proof, `key` is the statement for coefficients, and the matrix entries follow by separating G = H from G ≠ H.

```lean
/-- The matrix of the complementary function `1 - f` is the identity minus the matrix of `f`. -/
theorem stepMatrix_compl (f : ZMod n → ℝ) (S : Finset (ZMod n)) :
    stepMatrix (fun x => 1 - f x) S = 1 - stepMatrix f S := by
  have hn : (n : ℂ) ≠ 0 := Nat.cast_ne_zero.mpr (NeZero.ne n)
  -- the coefficients of 1 - f are those of the constant function 1 minus those of f
  have key : ∀ k : ZMod n,
      fhat (fun x => 1 - f x) k = (if k = 0 then 1 else 0) - fhat f k := by
    intro k
    have h : ∑ x, conj (wave k x) = if k = 0 then (n : ℂ) else 0 := by
      rw [← map_sum, sum_wave]
      split_ifs <;> simp
    simp only [fhat, Complex.ofReal_sub, Complex.ofReal_one, sub_mul, one_mul,
      Finset.sum_sub_distrib, mul_sub, h]
    split_ifs <;> simp [hn]
  ext G H
  rw [Matrix.sub_apply, Matrix.one_apply]
  change fhat (fun x => 1 - f x) ((G : ZMod n) - H) = _ - fhat f ((G : ZMod n) - H)
  rw [key]
  by_cases h : G = H
  · subst h
    simp
  · rw [if_neg (sub_ne_zero.mpr fun e => h (Subtype.ext e)), if_neg h]
```

## The quadratic form as a weighted density

Applying M to c and exchanging the two finite sums gives

(Mc)(G) = Σ_H f̂(G − H) c(H) = (1/n) Σₓ f(x) conj(w(G, x)) ψ(x).

The matrix thus forms ψ on the grid, multiplies it by f and projects the product back onto S. `Finset.sum_comm` is the exchange of sums.

```lean
/-- The matrix acts on coefficients by forming the wave function on the grid, multiplying it
by `f`, and taking the Fourier coefficients in `S` of the product. -/
theorem stepMatrix_mulVec (f : ZMod n → ℝ) (S : Finset (ZMod n)) (c : S → ℂ) (G : S) :
    (stepMatrix f S *ᵥ c) G =
      (1 / (n : ℂ)) * ∑ x, (f x : ℂ) * conj (wave (G : ZMod n) x) * synth S c x := by
  simp only [Matrix.mulVec, dotProduct, stepMatrix, Matrix.of_apply, fhat, synth, wave_sub,
    map_mul, Complex.conj_conj, Finset.mul_sum, Finset.sum_mul]
  rw [Finset.sum_comm]
  refine Finset.sum_congr rfl fun x _ => Finset.sum_congr rfl fun H _ => ?_
  ring
```

Multiplying by conj(c(G)) and summing over G assembles conj(ψ(x)):

c†Mc = (1/n) Σₓ f(x) |ψ(x)|².

For f = 1 the matrix is the identity, and the formula reads Σ_G |c(G)|² = (1/n) Σₓ |ψ(x)|². For normalised c, then, c†Mc is an average of f weighted by the density.

```lean
/-- The quadratic form of the matrix is the grid average of `f` times the density `|ψ|²` of the
wave function `ψ` with the given coefficients. -/
theorem quadratic_form (f : ZMod n → ℝ) (S : Finset (ZMod n)) (c : S → ℂ) :
    star c ⬝ᵥ (stepMatrix f S *ᵥ c) =
      ((1 / (n : ℝ) * ∑ x, f x * ‖synth S c x‖ ^ 2 : ℝ) : ℂ) := by
  have hconj : ∀ x, conj (synth S c x) = ∑ G : S, conj (c G) * conj (wave (G : ZMod n) x) := by
    intro x
    simp only [synth, map_sum, map_mul]
  push_cast
  simp only [← Complex.conj_mul', hconj, dotProduct, stepMatrix_mulVec, Pi.star_apply,
    Finset.mul_sum, Finset.sum_mul]
  rw [Finset.sum_comm]
  refine Finset.sum_congr rfl fun x _ => Finset.sum_congr rfl fun G _ => ?_
  simp only [starRingEnd_apply]
  ring
```

## Both bounds, for every basis

`PosSemidef` asks for a Hermitian matrix with a nonnegative quadratic form. Since f is real,

conj(f̂(H − G)) = f̂(G − H),

and M is Hermitian. If f ≥ 0, each term of the quadratic form is nonnegative.

```lean
/-- For a nonnegative function `f` the matrix `fhat(G - H)` is positive semidefinite on every
set of wave vectors. -/
theorem posSemidef_of_nonneg (f : ZMod n → ℝ) (hf : ∀ x, 0 ≤ f x) (S : Finset (ZMod n)) :
    (stepMatrix f S).PosSemidef := by
  refine Matrix.PosSemidef.of_dotProduct_mulVec_nonneg ?_ fun c => ?_
  · -- f is real, so the matrix is Hermitian
    refine Matrix.IsHermitian.ext fun G H => ?_
    simp only [stepMatrix, Matrix.of_apply, fhat, wave_sub]
    rw [← starRingEnd_apply]
    simp only [map_mul, map_sum, map_div₀, map_one, map_natCast, Complex.conj_ofReal,
      Complex.conj_conj]
    congr 1
    exact Finset.sum_congr rfl fun x _ => by ring
  · rw [quadratic_form]
    exact Complex.zero_le_real.mpr (mul_nonneg (by positivity)
      (Finset.sum_nonneg fun x _ => mul_nonneg (hf x) (sq_nonneg _)))
```

If also f ≤ 1, the same argument applies to 1 − f ≥ 0, whose matrix is 1 − M. Both matrices are positive semidefinite, so all eigenvalues of M lie between 0 and 1.

```lean
/-- If `0 ≤ f ≤ 1` on the grid, then on every set of wave vectors both the matrix `fhat(G - H)`
and the identity minus it are positive semidefinite. -/
theorem stepMatrix_between_zero_and_one (f : ZMod n → ℝ) (hf : ∀ x, 0 ≤ f x ∧ f x ≤ 1)
    (S : Finset (ZMod n)) :
    (stepMatrix f S).PosSemidef ∧ (1 - stepMatrix f S).PosSemidef := by
  refine ⟨posSemidef_of_nonneg f (fun x => (hf x).1) S, ?_⟩
  rw [← stepMatrix_compl]
  exact posSemidef_of_nonneg _ (fun x => sub_nonneg.mpr (hf x).2) S
```

## Recovering the pointwise bounds from the full basis

Now let S contain all n wave vectors. To test f at a point y, choose c(G) = conj(w(G, y)). Because w(k, x) = w(x, k), orthogonality also holds for the sum over wave vectors:

ψ(x) = Σ_G w(G, x) conj(w(G, y)) = Σ_G w(G, x − y) = n δ(x, y).

Only x = y survives in the quadratic form:

c†Mc = (1/n) f(y) n² = n f(y).

Since Σ_G |c(G)|² = n, the normalised value is f(y) itself. If M is positive semidefinite, then f(y) ≥ 0. In the proof, `hloc` is the localisation and `hsum` the collapse of the sum.

```lean
/-- If the matrix built on all wave vectors of the grid is positive semidefinite, then `f` is
nonnegative at every grid point. -/
theorem nonneg_of_posSemidef (f : ZMod n → ℝ)
    (h : (stepMatrix f Finset.univ).PosSemidef) (y : ZMod n) : 0 ≤ f y := by
  have hn : (0 : ℝ) < n := Nat.cast_pos.mpr (Nat.pos_of_ne_zero (NeZero.ne n))
  have hcomm : ∀ k x : ZMod n, wave k x = wave x k := fun k x => by
    unfold wave
    rw [mul_comm]
  -- these coefficients give a wave function localised at the grid point y
  let c : ↥(Finset.univ : Finset (ZMod n)) → ℂ := fun G => conj (wave (G : ZMod n) y)
  have hloc : ∀ x, synth Finset.univ c x = if x - y = 0 then (n : ℂ) else 0 := by
    intro x
    rw [← sum_wave (x - y)]
    change ∑ G : (Finset.univ : Finset (ZMod n)),
      conj (wave (G : ZMod n) y) * wave (G : ZMod n) x = _
    rw [Finset.sum_coe_sort Finset.univ (fun G : ZMod n => conj (wave G y) * wave G x)]
    refine Finset.sum_congr rfl fun G _ => ?_
    rw [wave_sub, hcomm G y, hcomm G x, mul_comm]
  have hq := h.dotProduct_mulVec_nonneg c
  rw [quadratic_form] at hq
  have hr := Complex.zero_le_real.mp hq
  have hsum : ∑ x, f x * ‖synth Finset.univ c x‖ ^ 2 = f y * (n : ℝ) ^ 2 := by
    rw [Finset.sum_eq_single y]
    · rw [hloc, if_pos (sub_self y), Complex.norm_natCast]
    · intro x _ hx
      rw [hloc, if_neg (sub_ne_zero.mpr hx)]
      simp
    · intro hy
      exact absurd (Finset.mem_univ y) hy
  have hval : 1 / (n : ℝ) * (f y * (n : ℝ) ^ 2) = f y * n := by
    field_simp
  rw [hsum, hval] at hr
  by_contra hneg
  linarith [mul_neg_of_neg_of_pos (not_le.mp hneg) hn]
```

Using this for f and for 1 − f gives an equivalence: in the full basis, the two matrix bounds hold exactly when 0 ≤ f ≤ 1 at every grid point.

```lean
/-- With all wave vectors of the grid in the basis, the matrix and the identity minus it are both
positive semidefinite exactly when `0 ≤ f ≤ 1` at every grid point. -/
theorem full_basis_iff (f : ZMod n → ℝ) :
    ((stepMatrix f Finset.univ).PosSemidef ∧ (1 - stepMatrix f Finset.univ).PosSemidef) ↔
      ∀ x, 0 ≤ f x ∧ f x ≤ 1 := by
  refine ⟨fun h x => ⟨nonneg_of_posSemidef f h.1 x, ?_⟩,
    fun hf => stepMatrix_between_zero_and_one f hf _⟩
  have h2 := h.2
  rw [← stepMatrix_compl] at h2
  exact sub_nonneg.mp (nonneg_of_posSemidef _ h2 x)
```

## Plane waves that become dependent in the interstitial region

Let f ≥ 0 and Mc = 0. Then

0 = c†Mc = (1/n) Σₓ f(x) |ψ(x)|².

A vanishing sum of nonnegative terms vanishes term by term, so ψ(x) = 0 wherever f(x) ≠ 0. Conversely, if ψ vanishes there, the product fψ is zero on the whole grid, and the formula for (Mc)(G) gives Mc = 0. A nonzero null vector is therefore a linear dependence among the plane waves restricted to the points where f is nonzero. Such an exact dependence is possible because the grid is finite. In the continuum, a nonzero finite combination of distinct plane waves can't vanish throughout a region of nonzero volume, so the eigenvalues of the interstitial overlap are strictly positive, though some may be very small.

```lean
/-- For nonnegative `f`, the matrix annihilates a coefficient vector exactly when the
corresponding wave function vanishes at every grid point where `f` is nonzero. -/
theorem mulVec_eq_zero_iff (f : ZMod n → ℝ) (hf : ∀ x, 0 ≤ f x) (S : Finset (ZMod n))
    (c : S → ℂ) : stepMatrix f S *ᵥ c = 0 ↔ ∀ x, f x ≠ 0 → synth S c x = 0 := by
  constructor
  · intro h x hx
    have hn : (n : ℝ) ≠ 0 := Nat.cast_ne_zero.mpr (NeZero.ne n)
    have q := quadratic_form f S c
    rw [h, dotProduct_zero] at q
    -- a vanishing sum of nonnegative terms vanishes term by term
    have hs := (mul_eq_zero.mp (Complex.ofReal_eq_zero.mp q.symm)).resolve_left
      (one_div_ne_zero hn)
    have hx0 := (Finset.sum_eq_zero_iff_of_nonneg
      (fun x _ => mul_nonneg (hf x) (sq_nonneg _))).mp hs x (Finset.mem_univ x)
    exact norm_eq_zero.mp (pow_eq_zero_iff two_ne_zero |>.mp
      ((mul_eq_zero.mp hx0).resolve_left hx))
  · intro h
    ext G
    rw [stepMatrix_mulVec, Finset.sum_eq_zero, mul_zero, Pi.zero_apply]
    intro x _
    by_cases hx : f x = 0
    · rw [hx, Complex.ofReal_zero, zero_mul, zero_mul]
    · rw [h x hx, mul_zero]

end

end StepFunctionMatrix
```

```lean
#print axioms StepFunctionMatrix.stepMatrix_between_zero_and_one
#print axioms StepFunctionMatrix.full_basis_iff
#print axioms StepFunctionMatrix.mulVec_eq_zero_iff
```

```
'StepFunctionMatrix.stepMatrix_between_zero_and_one' depends on axioms: [propext, Classical.choice, Quot.sound]
'StepFunctionMatrix.full_basis_iff' depends on axioms: [propext, Classical.choice, Quot.sound]
'StepFunctionMatrix.mulVec_eq_zero_iff' depends on axioms: [propext, Classical.choice, Quot.sound]
```

## Two grid points

For n = 2, write f(0) = a and f(1) = b. In the full basis,

M(0, 0) = M(1, 1) = (a + b)/2,
M(0, 1) = M(1, 0) = (a − b)/2.

The eigenvalues are a, for c = (1, 1), and b, for c = (1, −1), so the matrix bounds are the pointwise bounds. If b = 0, the second vector is a null vector, and its wave function vanishes at x = 0.

With S = {0}, only the mean (a + b)/2 remains. For a = 3/2 and b = −1/2 it is 1/2, and both matrix bounds hold although f violates both pointwise bounds. A small basis can miss what the full basis detects.
